# A T-move energy below the excited energy, at first order, in a two-level model

Take two levels of equal energy, set to zero, that are coupled by a hopping amplitude $-t$ with $t>0$, and a trial vector $(1,-a)$ with $a>0$, which has the sign pattern of the excited state. The lowest T-move energy is below the excited energy for every such $a$ except $a=1$, and close to $a=1$ the shortfall is of first order in $|a-1|$. T-moves are used in diffusion Monte Carlo with nonlocal effective core potentials. In the finite model treated here, where the same rule acts on every off-diagonal element of the Hamiltonian, their upper bound on the ground-state energy does not extend to the excited state.

## Hamiltonian, trial vector and T-move rule

The Hamiltonian $H$ is a real matrix over a finite index set `n`, and $\psi$ is a real trial vector.

```lean
import Mathlib

open Matrix Filter Topology

namespace TMoveExcitedStates

noncomputable section

variable {n : Type*} [Fintype n] [DecidableEq n]
```

With importance sampling, a hop from $j$ to $i$ has a weight proportional to $-\psi_iH_{ij}/\psi_j$. It is negative when $\psi_iH_{ij}\psi_j>0$, and such an element cannot serve as a transition probability. The matrix $W$ of these wrong-sign elements is `wrongSign H ψ`.

```lean
/-- The off-diagonal elements of `H` with the wrong sign for the trial vector `ψ`,
those with `ψ i * H i j * ψ j > 0`. -/
def wrongSign (H : Matrix n n ℝ) (ψ : n → ℝ) : Matrix n n ℝ :=
  Matrix.of fun i j => if i ≠ j ∧ 0 < ψ i * H i j * ψ j then H i j else 0
```

The T-move matrix $\tilde H$, written `tmove H ψ`, drops $W$ and puts its local value on the diagonal:
$$\tilde H = H - W + \mathrm{diag}\big((W\psi)_i/\psi_i\big).$$

```lean
/-- The T-move Hamiltonian, for a trial vector without zero components: wrong-sign elements
are removed and their local value on `ψ` is added to the diagonal. -/
def tmove (H : Matrix n n ℝ) (ψ : n → ℝ) : Matrix n n ℝ :=
  H - wrongSign H ψ + Matrix.diagonal fun i => (wrongSign H ψ *ᵥ ψ) i / ψ i
```

An energy is an eigenvalue with a nonzero real eigenvector, and the lowest energy is the infimum of all energies.

```lean
/-- `E` is an energy of `H`: an eigenvalue with a nonzero real eigenvector. -/
def IsEnergy (H : Matrix n n ℝ) (E : ℝ) : Prop :=
  ∃ φ : n → ℝ, φ ≠ 0 ∧ H *ᵥ φ = E • φ

/-- The lowest energy of a matrix that has at least one real eigenvalue. -/
def lowestEnergy (H : Matrix n n ℝ) : ℝ := sInf {E | IsEnergy H E}
```

The two-level matrix and its trial vector have components numbered 0 and 1, as in Lean. The trial vector is left unnormalised; its normalised form is $(1,-a)/\sqrt{1+a^2}$.

```lean
/-- The two-level Hamiltonian with hopping amplitude `-t`. -/
def twoLevel (t : ℝ) : Matrix (Fin 2) (Fin 2) ℝ := !![0, -t; -t, 0]

/-- The trial vector `(1, -a)`. -/
def trial (a : ℝ) : Fin 2 → ℝ := ![1, -a]
```

The rule acts here on every off-diagonal element of a finite matrix. Applied in this way to a lattice Hamiltonian, it gives the effective Hamiltonian of the lattice fixed-node approximation. In a continuum simulation it acts on the nonlocal potential only, while the kinetic energy and the fermion nodes are treated separately.

## (a) Action on the trial vector

**Task.** Let $\psi$ have no zero component. Show that
$$\tilde H\psi = H\psi .$$

**Solution.** Component $i$ of the left side is
$$(H\psi)_i-(W\psi)_i+\frac{(W\psi)_i}{\psi_i}\,\psi_i=(H\psi)_i .$$
The hypothesis `hψ` allows the division by $\psi_i$. In the proof, `h` is the cancellation $(x/\psi_i)\psi_i=x$, and `ring` removes the two remaining $W$ terms.

```lean
/-- The T-move Hamiltonian acts on a trial vector without zero components exactly as the
original Hamiltonian does. -/
theorem tmove_mulVec_trial (H : Matrix n n ℝ) (ψ : n → ℝ) (hψ : ∀ i, ψ i ≠ 0) :
    tmove H ψ *ᵥ ψ = H *ᵥ ψ := by
  ext i
  have hi := hψ i
  have h : ∀ x : ℝ, x / ψ i * ψ i = x := fun x => by field_simp
  simp only [tmove, Matrix.add_mulVec, Matrix.sub_mulVec, Pi.add_apply, Pi.sub_apply,
    Matrix.mulVec_diagonal, h]
  ring
```

## (b) The change in the quadratic form

**Task.** Let $H$ also be symmetric. Show that for every real vector $\varphi$
$$\varphi\cdot H\varphi\le\varphi\cdot\tilde H\varphi .$$

**Solution.** The difference of the two sides is
$$\varphi\cdot(\tilde H-H)\varphi=\sum_{i,j}W_{ij}\left(\frac{\psi_j}{\psi_i}\varphi_i^2-\varphi_i\varphi_j\right).$$
Since $H$ is symmetric, so is $W$. Averaging the sum with its copy in which $i$ and $j$ are exchanged gives
$$\frac12\sum_{i,j}W_{ij}\psi_i\psi_j\left(\frac{\varphi_i}{\psi_i}-\frac{\varphi_j}{\psi_j}\right)^2\ge0,$$
because $W_{ij}\psi_i\psi_j\ge0$ by the definition of $W$.

In Lean, `hW` is the symmetry of $W$ and `hpos` the sign of $W_{ij}\psi_i\psi_j$. The steps `h1` and `h2` write the two forms as double sums, `h3` exchanges the indices, and `h4` is the sum of squares without the factor $\tfrac12$.

```lean
/-- For a symmetric Hamiltonian and a trial vector without zero components, the T-move
never lowers the quadratic form of the energy. -/
theorem form_le_tmove (H : Matrix n n ℝ) (hH : H.IsSymm) (ψ : n → ℝ) (hψ : ∀ i, ψ i ≠ 0)
    (φ : n → ℝ) : φ ⬝ᵥ (H *ᵥ φ) ≤ φ ⬝ᵥ (tmove H ψ *ᵥ φ) := by
  have hW : ∀ i j, wrongSign H ψ i j = wrongSign H ψ j i := by
    intro i j
    have e : ψ j * H i j * ψ i = ψ i * H i j * ψ j := by ring
    simp only [wrongSign, Matrix.of_apply, hH.apply i j, e, ne_comm (a := j) (b := i)]
  have hpos : ∀ i j, 0 ≤ wrongSign H ψ i j * ψ i * ψ j := by
    intro i j
    simp only [wrongSign, Matrix.of_apply]
    split_ifs with h
    · nlinarith [h.2]
    · simp
  rw [tmove, Matrix.add_mulVec, Matrix.sub_mulVec, dotProduct_add, dotProduct_sub]
  generalize wrongSign H ψ = W at hW hpos ⊢
  have h1 : φ ⬝ᵥ ((Matrix.diagonal fun i => (W *ᵥ ψ) i / ψ i) *ᵥ φ)
      = ∑ i, ∑ j, W i j * (ψ j * φ i ^ 2 / ψ i) := by
    simp only [dotProduct, Matrix.mulVec_diagonal]
    refine Finset.sum_congr rfl fun i _ => ?_
    simp only [Matrix.mulVec, dotProduct]
    rw [Finset.sum_div, Finset.sum_mul, Finset.mul_sum]
    exact Finset.sum_congr rfl fun j _ => by ring
  have h2 : φ ⬝ᵥ (W *ᵥ φ) = ∑ i, ∑ j, W i j * (φ i * φ j) := by
    simp only [dotProduct, Matrix.mulVec, Finset.mul_sum]
    exact Finset.sum_congr rfl fun i _ => Finset.sum_congr rfl fun j _ => by ring
  -- exchange the two ends of each hop
  have h3 : ∑ i, ∑ j, W i j * (ψ j * φ i ^ 2 / ψ i)
      = ∑ i, ∑ j, W i j * (ψ i * φ j ^ 2 / ψ j) := by
    rw [Finset.sum_comm]
    exact Finset.sum_congr rfl fun x _ => Finset.sum_congr rfl fun y _ => by rw [hW y x]
  -- each pair of hops contributes a nonnegative square
  have h4 : 0 ≤ ∑ i, ∑ j, (W i j * (ψ j * φ i ^ 2 / ψ i) + W i j * (ψ i * φ j ^ 2 / ψ j)
      - W i j * (φ i * φ j) - W i j * (φ i * φ j)) := by
    refine Finset.sum_nonneg fun i _ => Finset.sum_nonneg fun j _ => ?_
    have hi := hψ i
    have hj := hψ j
    have e : W i j * (ψ j * φ i ^ 2 / ψ i) + W i j * (ψ i * φ j ^ 2 / ψ j)
        - W i j * (φ i * φ j) - W i j * (φ i * φ j)
        = W i j * ψ i * ψ j * (φ i / ψ i - φ j / ψ j) ^ 2 := by
      field_simp
      ring
    rw [e]
    exact mul_nonneg (hpos i j) (sq_nonneg _)
  simp only [Finset.sum_sub_distrib, Finset.sum_add_distrib] at h4
  linarith
```

## (c) A bound from the ground state

**Task.** With $H$ and $\psi$ as in (b), let $E_0$ satisfy $E_0\,\varphi\cdot\varphi\le\varphi\cdot H\varphi$ for all $\varphi$; the ground-state energy of $H$ is one such number. Show that every energy $E$ of $\tilde H$ obeys
$$E_0\le E .$$

**Solution.** Let $\varphi\neq0$ be an eigenvector of $\tilde H$ with eigenvalue $E$. By (b),
$$E_0\,\varphi\cdot\varphi\le\varphi\cdot H\varphi\le\varphi\cdot\tilde H\varphi=E\,\varphi\cdot\varphi .$$
Divide by $\varphi\cdot\varphi>0$, which is `hp` in the proof. The bound refers to the bottom of the spectrum of $H$, whatever state $\psi$ is meant to describe.

```lean
/-- Ground-state variational property: for symmetric `H` and a trial vector without zero components,
if `E₀ * (φ ⬝ᵥ φ)` never exceeds the quadratic form of `H`, then every T-move energy is at least
`E₀`. -/
theorem ground_state_bound (H : Matrix n n ℝ) (hH : H.IsSymm) (ψ : n → ℝ)
    (hψ : ∀ i, ψ i ≠ 0) (E₀ E : ℝ) (h₀ : ∀ φ : n → ℝ, E₀ * (φ ⬝ᵥ φ) ≤ φ ⬝ᵥ (H *ᵥ φ))
    (hE : IsEnergy (tmove H ψ) E) : E₀ ≤ E := by
  obtain ⟨φ, hφ, h⟩ := hE
  have hf := form_le_tmove H hH ψ hψ φ
  rw [h, dotProduct_smul, smul_eq_mul] at hf
  obtain ⟨i, hi⟩ := Function.ne_iff.1 hφ
  have hp : 0 < φ ⬝ᵥ φ :=
    Finset.sum_pos' (fun j _ => mul_self_nonneg (φ j))
      ⟨i, Finset.mem_univ i, mul_self_pos.2 hi⟩
  exact le_of_mul_le_mul_right ((h₀ φ).trans hf) hp
```

## (d) The exact two-level energies

**Task.** Show that for $H=\begin{pmatrix}0&-t\\-t&0\end{pmatrix}$
$$E\text{ is an energy of }H\iff E=t\ \text{ or }\ E=-t .$$

**Solution.** The eigenvalue equations are $-t\varphi_1=E\varphi_0$ and $-t\varphi_0=E\varphi_1$. Inserting one into the other gives $(E^2-t^2)\varphi_0=0$ and $(E^2-t^2)\varphi_1=0$. One component is nonzero, so $E=\pm t$. Conversely, $(1,-1)/\sqrt2$ has energy $t$ and $(1,1)/\sqrt2$ has energy $-t$. For $t>0$ the excited energy is therefore $t$, and the trial vector is exact at $a=1$.

Lean obtains the two products by `linear_combination` and uses the eigenvectors without the factor $1/\sqrt2$.

```lean
/-- The energies of the two-level Hamiltonian are exactly `t` and `-t`. -/
theorem twoLevel_energies (t E : ℝ) : IsEnergy (twoLevel t) E ↔ E = t ∨ E = -t := by
  constructor
  · rintro ⟨φ, hφ, h⟩
    have h0 : -(t * φ 1) = E * φ 0 := by
      simpa [twoLevel, Matrix.mulVec, dotProduct, Fin.sum_univ_two] using congrFun h 0
    have h1 : -(t * φ 0) = E * φ 1 := by
      simpa [twoLevel, Matrix.mulVec, dotProduct, Fin.sum_univ_two] using congrFun h 1
    have hz : (E - t) * (E + t) = 0 := by
      by_contra hn
      apply hφ
      ext i
      fin_cases i
      · exact (mul_eq_zero.1 (show (E - t) * (E + t) * φ 0 = 0 by
          linear_combination -E * h0 + t * h1)).resolve_left hn
      · exact (mul_eq_zero.1 (show (E - t) * (E + t) * φ 1 = 0 by
          linear_combination -E * h1 + t * h0)).resolve_left hn
    rcases mul_eq_zero.1 hz with h | h
    · left; linarith
    · right; linarith
  · rintro (rfl | rfl)
    · refine ⟨![1, -1], fun h => by simpa using congrFun h 0, ?_⟩
      ext i
      fin_cases i <;> simp [twoLevel, Matrix.mulVec, dotProduct, Fin.sum_univ_two]
    · refine ⟨![1, 1], fun h => by simpa using congrFun h 0, ?_⟩
      ext i
      fin_cases i <;> simp [twoLevel, Matrix.mulVec, dotProduct, Fin.sum_univ_two]
```

## (e) The two-level T-move matrix

**Task.** For $t,a>0$, derive from the general rule that
$$\tilde H=\begin{pmatrix}ta&0\\0&t/a\end{pmatrix}.$$

**Solution.** For both hops, $\psi_0H_{01}\psi_1=\psi_1H_{10}\psi_0=(-t)(-a)=ta>0$. Both have the wrong sign, so $W=H$ and only the diagonal term is left. Since $H\psi=(ta,-t)$, division by the components of $(1,-a)$ gives $ta$ and $t/a$. The step `hW` is $W=H$; the rest evaluates the four entries.

```lean
/-- For `t, a > 0` the T-move Hamiltonian of the two-level system with trial vector
`(1, -a)` is diagonal, with entries `t * a` and `t / a`. -/
theorem tmove_twoLevel {t a : ℝ} (ht : 0 < t) (ha : 0 < a) :
    tmove (twoLevel t) (trial a) = !![t * a, 0; 0, t / a] := by
  -- both hops have the wrong sign
  have hW : wrongSign (twoLevel t) (trial a) = twoLevel t := by
    ext i j
    fin_cases i <;> fin_cases j <;> simp [wrongSign, twoLevel, trial, ht, ha]
  rw [tmove, hW, sub_self, zero_add]
  ext i j
  fin_cases i <;> fin_cases j <;>
    simp [twoLevel, trial, Matrix.mulVec, dotProduct, Fin.sum_univ_two]
```

## (f) The least T-move energy

**Task.** For $t,a>0$, show that the least energy of $\tilde H$ is
$$t\min(a,1/a).$$

**Solution.** The vectors $(1,0)$ and $(0,1)$ have energies $ta$ and $t/a$, so the smaller of the two is attained. For any eigenvector, $ta\,\varphi_0=E\varphi_0$ and $(t/a)\varphi_1=E\varphi_1$. If $\varphi_0\ne0$, then $E=ta$; otherwise $\varphi_1\neq0$ and $E=t/a$. No energy is lower than the minimum.

`IsLeast` states both halves: the value is an energy, and it is a lower bound of all energies. The proof follows the same two cases. The value is positive, in agreement with (c), where the bound is $-t$.

```lean
/-- For `t, a > 0` the least T-move energy of the two-level system with trial vector
`(1, -a)` is `t * min a a⁻¹`. -/
theorem tmove_isLeast {t a : ℝ} (ht : 0 < t) (ha : 0 < a) :
    IsLeast {E | IsEnergy (tmove (twoLevel t) (trial a)) E} (t * min a a⁻¹) := by
  rw [tmove_twoLevel ht ha]
  constructor
  · rcases min_choice a a⁻¹ with h | h
    · rw [h]
      refine ⟨![1, 0], fun h => by simpa using congrFun h 0, ?_⟩
      ext i
      fin_cases i <;> simp [Matrix.mulVec, dotProduct, Fin.sum_univ_two]
    · rw [h]
      refine ⟨![0, 1], fun h => by simpa using congrFun h 1, ?_⟩
      ext i
      fin_cases i <;> simp [Matrix.mulVec, dotProduct, Fin.sum_univ_two, div_eq_mul_inv]
  · rintro E ⟨φ, hφ, h⟩
    have h0 : t * a * φ 0 = E * φ 0 := by
      simpa [Matrix.mulVec, dotProduct, Fin.sum_univ_two] using congrFun h 0
    have h1 : t / a * φ 1 = E * φ 1 := by
      simpa [Matrix.mulVec, dotProduct, Fin.sum_univ_two] using congrFun h 1
    by_cases hz : φ 0 = 0
    · have hz1 : φ 1 ≠ 0 := by
        intro hz1
        apply hφ
        ext i
        fin_cases i
        · exact hz
        · exact hz1
      rw [← mul_right_cancel₀ hz1 h1, div_eq_mul_inv]
      exact mul_le_mul_of_nonneg_left (min_le_right _ _) ht.le
    · rw [← mul_right_cancel₀ hz h0]
      exact mul_le_mul_of_nonneg_left (min_le_left _ _) ht.le
```

## (g) The error near the exact trial vector

**Task.** Let $t>0$ and let $E_{\mathrm T}(a)$ be the lowest energy of $\tilde H$. Show that for $a>0$
$$E_{\mathrm T}(a)<t\iff a\ne1,\qquad\text{and that}\qquad \lim_{a\to1}\frac{E_{\mathrm T}(a)-t}{|a-1|}=-t .$$

**Solution.** By (f), $E_{\mathrm T}(a)=t\min(a,1/a)$. At $a=1$ this is $t$. For any other $a>0$, one of $a$ and $1/a$ is below 1, and so is the minimum. The scaled error is
$$\frac{t(a-1)}{1-a}=-t\quad(a<1),\qquad \frac{t(1/a-1)}{a-1}=-\frac ta\quad(a>1).$$
Both cases are $-t\min(1,1/a)$, which tends to $-t$.

In Lean, `𝓝[≠] 1` means that $a$ approaches 1 without being equal to it. The step `hlow` turns (f) into a value of `lowestEnergy`, `hlim` is the limit of $-t\min(1,1/a)$, and the last two cases identify this function with the scaled error for positive $a\neq1$.

```lean
/-- For `t > 0`, the lowest T-move energy of the two-level system with trial vector `(1, -a)`,
`a > 0`, is below the excited energy `t` exactly when `a ≠ 1`, and its error divided by `|a - 1|`
tends to `-t` as `a` tends to `1`. -/
theorem excited_state_nonvariational {t : ℝ} (ht : 0 < t) :
    (∀ a : ℝ, 0 < a → (lowestEnergy (tmove (twoLevel t) (trial a)) < t ↔ a ≠ 1)) ∧
    Tendsto (fun a : ℝ => (lowestEnergy (tmove (twoLevel t) (trial a)) - t) / |a - 1|)
      (𝓝[≠] 1) (𝓝 (-t)) := by
  have hlow : ∀ a : ℝ, 0 < a →
      lowestEnergy (tmove (twoLevel t) (trial a)) = t * min a a⁻¹ :=
    fun a ha => (tmove_isLeast ht ha).csInf_eq
  constructor
  · intro a ha
    rw [hlow a ha]
    constructor
    · rintro h rfl
      simp at h
    · intro h1
      have hm : min a a⁻¹ < 1 := by
        rcases lt_or_gt_of_ne h1 with h | h
        · exact min_lt_of_left_lt h
        · exact min_lt_of_right_lt (inv_lt_one_of_one_lt₀ h)
      nlinarith [mul_pos ht (sub_pos.2 hm)]
  · -- for positive a ≠ 1 the scaled error is -t * min 1 a⁻¹
    have hlim : Tendsto (fun a : ℝ => -t * min 1 a⁻¹) (𝓝 1) (𝓝 (-t * min 1 (1 : ℝ)⁻¹)) :=
      (tendsto_const_nhds.min (tendsto_inv₀ one_ne_zero)).const_mul (-t)
    have e : -t * min 1 (1 : ℝ)⁻¹ = -t := by simp
    rw [e] at hlim
    refine (hlim.mono_left nhdsWithin_le_nhds).congr' ?_
    filter_upwards [self_mem_nhdsWithin,
      nhdsWithin_le_nhds (Ioi_mem_nhds (zero_lt_one : (0 : ℝ) < 1))] with a h1 h0
    have h1 : a ≠ 1 := h1
    have h0 : 0 < a := h0
    rw [hlow a h0]
    rcases lt_or_gt_of_ne h1 with h | h
    · have hi : 1 < a⁻¹ := (one_lt_inv₀ h0).2 h
      rw [min_eq_left hi.le, min_eq_left (h.trans hi).le, abs_of_neg (by linarith),
        eq_div_iff (neg_ne_zero.2 (sub_ne_zero.2 h1))]
      ring
    · have hi : a⁻¹ < 1 := inv_lt_one_of_one_lt₀ h
      have hm : a * a⁻¹ = 1 := mul_inv_cancel₀ h0.ne'
      rw [min_eq_right hi.le, min_eq_right (hi.trans h).le, abs_of_pos (by linarith),
        eq_div_iff (sub_ne_zero.2 h1)]
      linear_combination -t * hm
```

## (h) The expectation value in the same trial vector

**Task.** For all real $t$ and $a$, show that
$$\frac{\psi\cdot H\psi}{\psi\cdot\psi}-t=-\frac{t(a-1)^2}{1+a^2},\qquad \psi=(1,-a).$$

**Solution.** Here $\psi\cdot\psi=1+a^2$ and $\psi\cdot H\psi=2ta$, which are `hn` and `he` in the proof. Then
$$\frac{2ta}{1+a^2}-t=-\frac{t(1-2a+a^2)}{1+a^2}.$$
This error is of second order in $a-1$. By (a), $\tilde H$ has the same expectation value in $\psi$ as $H$. The first-order error in (g) therefore appears only when the state relaxes from $\psi$ to the lowest eigenvector of $\tilde H$.

```lean
/-- The expectation value of the two-level Hamiltonian in the trial vector `(1, -a)` differs
from `t` by `-t (a - 1)² / (1 + a²)`. -/
theorem trial_energy_error (t a : ℝ) :
    (trial a ⬝ᵥ (twoLevel t *ᵥ trial a)) / (trial a ⬝ᵥ trial a) - t
      = -t * (a - 1) ^ 2 / (1 + a ^ 2) := by
  have hn : trial a ⬝ᵥ trial a = 1 + a ^ 2 := by
    simp [trial, dotProduct, Fin.sum_univ_two, pow_two]
  have he : trial a ⬝ᵥ (twoLevel t *ᵥ trial a) = 2 * t * a := by
    simp [trial, twoLevel, Matrix.mulVec, dotProduct, Fin.sum_univ_two]
    ring
  have hp : 1 + a ^ 2 ≠ 0 := by positivity
  rw [hn, he]
  field_simp
  ring

end

end TMoveExcitedStates
```

```lean
#print axioms TMoveExcitedStates.ground_state_bound
#print axioms TMoveExcitedStates.twoLevel_energies
#print axioms TMoveExcitedStates.excited_state_nonvariational
#print axioms TMoveExcitedStates.trial_energy_error
```

```
'TMoveExcitedStates.ground_state_bound' depends on axioms: [propext, Classical.choice, Quot.sound]
'TMoveExcitedStates.twoLevel_energies' depends on axioms: [propext, Classical.choice, Quot.sound]
'TMoveExcitedStates.excited_state_nonvariational' depends on axioms: [propext, Classical.choice, Quot.sound]
'TMoveExcitedStates.trial_energy_error' depends on axioms: [propext, Classical.choice, Quot.sound]
```

## Unequal site energies

The same argument, done here by hand only, applies when the levels have diagonal energies $\varepsilon_0$ and $\varepsilon_1$. The T-move matrix is then $\mathrm{diag}(\varepsilon_0+ta,\ \varepsilon_1+t/a)$. At the exact excited vector $(1,-a_0)$, both entries equal the excited energy. As $a$ moves away from $a_0$, one entry rises and the other falls, so the lowest T-move energy is again below the excited energy for every positive $a\ne a_0$, with a first-order error.
